# The pinned Green function tends to the cleaved one as the potential on a layer grows without bound, if g(0) ≠ 0

A potential U on layer 0 changes an unperturbed Green function g into the pinned expression g(n−m) + g(n) U g(m) / (1 − U g(0)), which solves the Dyson equation when g is even. The theorem says that, for fixed layers n and m, this expression tends to the cleaved one, g(n−m) − g(n) g(m) / g(0), as |U| → ∞ in the complex plane. It assumes only that g(0) ≠ 0; g may be any complex function on the integers, even or not. The proof takes the limit of g(n−m) + g(n) g(m) / (U⁻¹ − g(0)), using U⁻¹ → 0, and then tries to show that this form agrees with the pinned one whenever U ≠ 0.

As first written in Lean, the proof fails:

```lean
import Mathlib

open Filter Topology

namespace PinnedTendstoCleaved

noncomputable section

/-- The expression `g(n-m) + g(n) U g(m) / (1 - U g(0))`, with domain `U g(0) ≠ 1`. For an even
unperturbed kernel `g` it solves the Dyson equation with a potential `U` on layer 0. -/
def pinned (g : ℤ → ℂ) (U : ℂ) (n m : ℤ) : ℂ :=
  g (n - m) + g n * U * g m / (1 - U * g 0)

/-- The cleaved expression `g(n-m) - g(n) g(m) / g(0)`, with domain `g(0) ≠ 0`. For an even kernel
`g` it vanishes when `n = 0`. -/
def cleaved (g : ℤ → ℂ) (n m : ℤ) : ℂ := g (n - m) - g n * g m / g 0

/-- If `g(0) ≠ 0`, the pinned Green function tends to the cleaved one as the potential on
layer 0 grows without bound. -/
theorem pinned_tendsto_cleaved (g : ℤ → ℂ) (h0 : g 0 ≠ 0) (n m : ℤ) :
    Tendsto (fun U => pinned g U n m) (Bornology.cobounded ℂ) (𝓝 (cleaved g n m)) := by
  have hi : Tendsto (fun U : ℂ => U⁻¹) (Bornology.cobounded ℂ) (𝓝 0) :=
    tendsto_inv₀_cobounded
  have h1 := (((hi.sub_const (g 0)).inv₀ (by simpa using h0)).const_mul
    (g n * g m)).const_add (g (n - m))
  have h2 : g (n - m) + g n * g m * (0 - g 0)⁻¹ = cleaved g n m := by
    unfold cleaved
    rw [zero_sub, inv_neg]
    ring
  rw [h2] at h1
  refine h1.congr' ?_
  filter_upwards [eventually_ne_cobounded (0 : ℂ)] with U hU
  have h3 : U⁻¹ - g 0 = (1 - U * g 0) / U := by field_simp
  unfold pinned
  rw [h3, inv_div]
  ring

end

end PinnedTendstoCleaved
```

Lean reports:

```
Main.lean:32:18: error(lean.unknownIdentifier): Unknown identifier `eventually_ne_cobounded`
Main.lean:33:45: error: unsolved goals
g : ℤ → ℂ
h0 : g 0 ≠ 0
n m : ℤ
hi : Tendsto (fun U => U⁻¹) (Bornology.cobounded ℂ) (𝓝 0)
h1 : Tendsto (fun x => g (n - m) + g n * g m * (x⁻¹ - g 0)⁻¹) (Bornology.cobounded ℂ) (𝓝 (cleaved g n m))
h2 : g (n - m) + g n * g m * (0 - g 0)⁻¹ = cleaved g n m
U : ℂ
hU : U ∈ ?m.140
⊢ 1 / U - g 0 = (1 - U * g 0) / U
```

Cause. The first message says that Lean knows no `eventually_ne_cobounded`. The lemma is in the namespace `Bornology`, which the file does not open, and the diff writes its full name.

The second error is at `field_simp`, which was left with `1 / U - g 0 = (1 - U * g 0) / U`. To cancel `U` in `U * g 0 / U` one needs `U ≠ 0`, and `hU` should have said so. But because the lemma's name had failed, `hU` read only `U ∈ ?m.140`, membership in an undetermined set. The identity does need the hypothesis: in Lean division by zero gives zero, so at `U = 0` it would say `-g 0 = 0`, against `h0`.

With the name corrected, `hU` supplies `U ≠ 0`. The diff also replaces `field_simp` with explicit rewrites: `sub_div` splits the fraction, `mul_div_cancel_left₀ _ hU` cancels `U`, and `one_div` turns `1 / U` into `U⁻¹`. The messages don't show whether `field_simp` would have succeeded once `hU` was right.

Lean accepts the file once it reads:

```diff
@@ -30,6 +30,7 @@
   rw [h2] at h1
   refine h1.congr' ?_
-  filter_upwards [eventually_ne_cobounded (0 : ℂ)] with U hU
-  have h3 : U⁻¹ - g 0 = (1 - U * g 0) / U := by field_simp
+  filter_upwards [Bornology.eventually_ne_cobounded (0 : ℂ)] with U hU
+  have h3 : U⁻¹ - g 0 = (1 - U * g 0) / U := by
+    rw [sub_div, mul_div_cancel_left₀ _ hU, one_div]
   unfold pinned
   rw [h3, inv_div]
```
